# Riccati amplitudes `a` and `b` with 1 + ab ≠ 0 give normalised propagators that obey the Eilenberger equations

In the quasiclassical theory of superconductivity, the Eilenberger equations govern a normal propagator g and two anomalous ones, f and h, along a straight trajectory. The theorem takes scalar amplitudes a and b that are differentiable and satisfy their Riccati equations at a point x, and assumes 1 + ab ≠ 0 there. It states that g = (1 − ab)/(1 + ab), f = 2a/(1 + ab) and h = 2b/(1 + ab) then satisfy g² + fh = 1 and the three Eilenberger equations at x. The pair potential Δ is a given function, with no self-consistency condition, and v is any real number. The attempt clears the denominators in the definitions, finds the derivatives by the quotient rule, and closes each equation with `linear_combination`.

This version doesn't compile in Lean 4 with Mathlib:

```lean
import Mathlib

open scoped ComplexConjugate

namespace EilenbergerOfRiccati

noncomputable section

variable {𝕜 : Type*} [RCLike 𝕜]

/-- The Riccati equation `v a' = Δ - 2ωa - Δ* a²` at the point `x` of a trajectory,
for a differentiable amplitude `a`. -/
structure RiccatiA (v : ℝ) (ω : 𝕜) (Δ a : ℝ → 𝕜) (x : ℝ) : Prop where
  diff : DifferentiableAt ℝ a x
  eqn : v • deriv a x = Δ x - 2 * ω * a x - conj (Δ x) * a x ^ 2

/-- The companion Riccati equation `v b' = 2ωb + Δ b² - Δ*` at the point `x`,
for a differentiable amplitude `b`. -/
structure RiccatiB (v : ℝ) (ω : 𝕜) (Δ b : ℝ → 𝕜) (x : ℝ) : Prop where
  diff : DifferentiableAt ℝ b x
  eqn : v • deriv b x = 2 * ω * b x + Δ x * b x ^ 2 - conj (Δ x)

/-- The Eilenberger equations at the point `x` for the normal propagator `g` and the
anomalous propagators `f` and `h`, all differentiable there. -/
structure Eilenberger (v : ℝ) (ω : 𝕜) (Δ g f h : ℝ → 𝕜) (x : ℝ) : Prop where
  diff_g : DifferentiableAt ℝ g x
  diff_f : DifferentiableAt ℝ f x
  diff_h : DifferentiableAt ℝ h x
  eqn_g : v • deriv g x = conj (Δ x) * f x - Δ x * h x
  eqn_f : v • deriv f x = 2 * Δ x * g x - 2 * ω * f x
  eqn_h : v • deriv h x = 2 * ω * h x - 2 * conj (Δ x) * g x

/-- Normal propagator `g = (1 - ab)/(1 + ab)`, meaningful where `1 + ab ≠ 0`. -/
def propG (a b : ℝ → 𝕜) : ℝ → 𝕜 := fun x => (1 - a x * b x) / (1 + a x * b x)

/-- Anomalous propagator `f = 2a/(1 + ab)`, meaningful where `1 + ab ≠ 0`. -/
def propF (a b : ℝ → 𝕜) : ℝ → 𝕜 := fun x => 2 * a x / (1 + a x * b x)

/-- Anomalous propagator `h = 2b/(1 + ab)`, meaningful where `1 + ab ≠ 0`. -/
def propH (a b : ℝ → 𝕜) : ℝ → 𝕜 := fun x => 2 * b x / (1 + a x * b x)

/-- Where `1 + ab ≠ 0`, two Riccati amplitudes give propagators that obey the normalisation
`g² + fh = 1` and the Eilenberger equations. -/
theorem eilenberger_of_riccati {v : ℝ} {ω : 𝕜} {Δ a b : ℝ → 𝕜} {x : ℝ}
    (ha : RiccatiA v ω Δ a x) (hb : RiccatiB v ω Δ b x) (hN : 1 + a x * b x ≠ 0) :
    propG a b x ^ 2 + propF a b x * propH a b x = 1 ∧
      Eilenberger v ω Δ (propG a b) (propF a b) (propH a b) x := by
  have ea := ha.eqn
  have eb := hb.eqn
  rw [Algebra.smul_def] at ea eb
  -- the definitions, cleared of denominators
  have hg : propG a b x * (1 + a x * b x) = 1 - a x * b x := by
    simp only [propG]; field_simp
  have hf : propF a b x * (1 + a x * b x) = 2 * a x := by
    simp only [propF]; field_simp
  have hh : propH a b x * (1 + a x * b x) = 2 * b x := by
    simp only [propH]; field_simp
  -- the quotient rule
  have Ha := ha.diff.hasDerivAt
  have Hb := hb.diff.hasDerivAt
  have HN : HasDerivAt (fun y => 1 + a y * b y)
      (deriv a x * b x + a x * deriv b x) x := (Ha.fun_mul Hb).const_add 1
  have Hg : HasDerivAt (propG a b) ((-(deriv a x * b x + a x * deriv b x) * (1 + a x * b x)
      - (1 - a x * b x) * (deriv a x * b x + a x * deriv b x)) / (1 + a x * b x) ^ 2) x := by
    have t := ((Ha.fun_mul Hb).const_sub 1).fun_div HN hN
    exact t
  have Hf : HasDerivAt (propF a b) ((2 * deriv a x * (1 + a x * b x)
      - 2 * a x * (deriv a x * b x + a x * deriv b x)) / (1 + a x * b x) ^ 2) x := by
    have t := (Ha.const_mul 2).fun_div HN hN
    exact t
  have Hh : HasDerivAt (propH a b) ((2 * deriv b x * (1 + a x * b x)
      - 2 * b x * (deriv a x * b x + a x * deriv b x)) / (1 + a x * b x) ^ 2) x := by
    have t := (Hb.const_mul 2).fun_div HN hN
    exact t
  have hN2 := pow_ne_zero 2 hN
  refine ⟨?_, Hg.differentiableAt, Hf.differentiableAt, Hh.differentiableAt, ?_, ?_, ?_⟩
  · apply mul_right_cancel₀ hN2
    linear_combination (propG a b x * (1 + a x * b x) + (1 - a x * b x)) * hg
      + propH a b x * (1 + a x * b x) * hf + 2 * a x * hh
  · rw [Hg.deriv, Algebra.smul_def, ← mul_div_assoc, div_eq_iff hN2]
    linear_combination -2 * b x * ea - 2 * a x * eb
      - conj (Δ x) * (1 + a x * b x) * hf + Δ x * (1 + a x * b x) * hh
  · rw [Hf.deriv, Algebra.smul_def, ← mul_div_assoc, div_eq_iff hN2]
    linear_combination 2 * ea - 2 * a x ^ 2 * eb
      - 2 * Δ x * (1 + a x * b x) * hg + 2 * ω * (1 + a x * b x) * hf
  · rw [Hh.deriv, Algebra.smul_def, ← mul_div_assoc, div_eq_iff hN2]
    linear_combination 2 * eb - 2 * b x ^ 2 * ea
      - 2 * ω * (1 + a x * b x) * hh + 2 * conj (Δ x) * (1 + a x * b x) * hg

end

end EilenbergerOfRiccati
```

The compiler's answer:

```
Main.lean:56:55: error: unsolved goals
𝕜 : Type u_1
inst✝ : RCLike 𝕜
v : ℝ
ω : 𝕜
Δ a b : ℝ → 𝕜
x : ℝ
ha : RiccatiA v ω Δ a x
hb : RiccatiB v ω Δ b x
hN : 1 + a x * b x ≠ 0
ea : (algebraMap ℝ 𝕜) v * deriv a x = Δ x - 2 * ω * a x - (starRingEnd 𝕜) (Δ x) * a x ^ 2
eb : (algebraMap ℝ 𝕜) v * deriv b x = 2 * ω * b x + Δ x * b x ^ 2 - (starRingEnd 𝕜) (Δ x)
hg : propG a b x * (1 + a x * b x) = 1 - a x * b x
hf : propF a b x * (1 + a x * b x) = 2 * a x
⊢ b x * (1 + b x * a x) / (1 + b x * a x) = b x
```

What went wrong. The error is in `hh`, which says that h times 1 + ab is 2b. After `simp only [propH]` has unfolded the definition, `field_simp` should cancel the denominator against the equal factor. It cancels the 2, but it also rewrites `a x * b x` as `b x * a x`, since in this goal `b x` comes first. The denominator is now `1 + b x * a x`, while `hN` says that `1 + a x * b x` is nonzero. The two are equal by commutativity but differ as written, so `field_simp` does not find that the denominator is nonzero, and the fraction stays in the goal. In `hg` and `hf` `a x` comes first, the product keeps its order, and the same tactic succeeds.

The repair does without `field_simp`. `div_eq_iff hN` turns an equation with a quotient into one with a product, and takes the nonzero denominator directly from `hN`. The quotient equation it needs is the definition of `propH`, so `rfl` proves it, and `.symm` turns the result round to match the goal. Nothing reorders the product on the way.

Lean accepts the file once it reads:

```diff
@@ -55,5 +55,5 @@
     simp only [propF]; field_simp
   have hh : propH a b x * (1 + a x * b x) = 2 * b x := by
-    simp only [propH]; field_simp
+    exact ((div_eq_iff hN).1 rfl).symm
   -- the quotient rule
   have Ha := ha.diff.hasDerivAt
```
